# Every positive semidefinite n × n matrix of trace n is a sum of n rank-one projectors

A program that propagates wavefunctions by a linear Schrödinger equation can treat a mixed initial state ρ by running several pure states and averaging the results. For a system with finitely many levels n, the states can be chosen so that n runs suffice and all carry the same weight 1/n. Expectation values then follow from a plain mean,

tr(ρX) = (1/n) Σ_k ⟨w_k|X|w_k⟩,

for any observable X. This rests on a statement about A = nρ: if A is positive semidefinite with trace n, then

A = P_0 + … + P_(n−1), P_k = |w_k⟩⟨w_k|, ⟨w_k|w_k⟩ = 1.

The w_k need be neither orthogonal nor distinct. What is gained is the equal weights, not a smaller number of runs: the members of an orthonormal eigenbasis of ρ with nonzero eigenvalue, at most n of them, also suffice if each run is weighted by its eigenvalue.

In Lean, A is a `Matrix (Fin n) (Fin n) ℂ`, with indices running from 0 to n−1. A rank-one projector is defined by three properties: Hermitian, idempotent, of rank one. A spin has finitely many levels exactly; for a system with infinitely many, such as an oscillator, keeping n of them is a truncation that the hypotheses do not justify.

```lean
import Mathlib

open Matrix
open scoped ComplexOrder

namespace SumsOfProjectors

noncomputable section

/-- A rank-one projector: a Hermitian idempotent matrix of rank one. -/
def IsRankOneProjector {n : ℕ} (P : Matrix (Fin n) (Fin n) ℂ) : Prop :=
  P.IsHermitian ∧ P * P = P ∧ P.rank = 1
```

## Hermitian with trace n: a basis with unit diagonal

Hermiticity makes the eigenvalues d_j of a matrix A real and gives it an orthonormal eigenbasis v_j. Trace n says that the mean eigenvalue is 1; for A = nρ this is the normalisation of probability.

By hand, let ω = exp(2πi/n) and F_jk = ω^(jk)/√n, and spread each eigenvector evenly over a new basis:

u_k = Σ_j F_jk v_j.

Since |F_jk|² = 1/n,

⟨u_k|A|u_k⟩ = Σ_j |F_jk|² d_j = (1/n) Σ_j d_j = 1.

The u_k are orthonormal because F is unitary. Each row of F has norm 1, and for rows i ≠ k

Σ_j F_ij F_kj* = (1/n) Σ_j z^j, z = ω^(i−k).

Here z^n = 1 and z ≠ 1, so (z − 1) Σ_j z^j = z^n − 1 = 0 forces the sum to vanish.

In the code, `phase n` is the complex number ω, not an angle, and `fourier n` is F. In `fourier_unitary`, `geom_sum_mul` is the geometric-sum identity, and `hz1` shows z ≠ 1 because the powers of ω below the n-th are distinct.

```lean
/-- The elementary phase `exp (2πi / n)`, for `n ≥ 1`. -/
def phase (n : ℕ) : ℂ := Complex.exp (2 * Real.pi * Complex.I / n)

/-- The discrete Fourier matrix with entries `exp (2πi j k / n) / √n`, for `n ≥ 1`. -/
def fourier (n : ℕ) : Matrix (Fin n) (Fin n) ℂ :=
  Matrix.of fun j k => phase n ^ ((j : ℕ) * (k : ℕ)) / ((Real.sqrt n : ℝ) : ℂ)

/-- For `n ≥ 1` the elementary phase has unit modulus. -/
theorem phase_mul_star {n : ℕ} (hn : n ≠ 0) : phase n * star (phase n) = 1 := by
  have h : ‖phase n‖ = 1 :=
    Complex.norm_eq_one_of_pow_eq_one (Complex.isPrimitiveRoot_exp n hn).pow_eq_one hn
  rw [Complex.star_def, Complex.mul_conj, Complex.normSq_eq_norm_sq, h]
  simp

/-- The product of a Fourier entry with a conjugate entry of the same column is a power of
a relative phase, divided by `n`. -/
theorem fourier_mul_star {n : ℕ} (i k j : Fin n) :
    fourier n i j * star (fourier n k j)
      = (phase n ^ (i : ℕ) * star (phase n) ^ (k : ℕ)) ^ (j : ℕ) / n := by
  have hs : ((Real.sqrt n : ℝ) : ℂ) * ((Real.sqrt n : ℝ) : ℂ) = n := by
    rw [← Complex.ofReal_mul, Real.mul_self_sqrt (Nat.cast_nonneg n)]
    simp
  simp only [fourier, Matrix.of_apply, star_div₀, star_pow, Complex.star_def,
    Complex.conj_ofReal]
  rw [div_mul_div_comm, hs, mul_pow, ← pow_mul, ← pow_mul]

/-- Every entry of the Fourier matrix has squared modulus `1 / n`. -/
theorem fourier_entry {n : ℕ} (j k : Fin n) :
    fourier n j k * star (fourier n j k) = 1 / n := by
  have hn : n ≠ 0 := by
    have := j.isLt
    omega
  rw [fourier_mul_star, ← mul_pow, phase_mul_star hn, one_pow, one_pow]

/-- The discrete Fourier matrix is unitary. -/
theorem fourier_unitary (n : ℕ) : fourier n ∈ Matrix.unitaryGroup (Fin n) ℂ := by
  rw [Matrix.mem_unitaryGroup_iff]
  ext i k
  have hn : n ≠ 0 := by
    have := i.isLt
    omega
  rw [Matrix.mul_apply]
  by_cases h : i = k
  · subst h
    simp_rw [Matrix.star_apply, fourier_entry]
    rw [Matrix.one_apply_eq]
    simp [hn]
  · -- distinct rows: a geometric sum over a nontrivial root of unity vanishes
    have hp : IsPrimitiveRoot (phase n) n := Complex.isPrimitiveRoot_exp n hn
    have hu := phase_mul_star hn
    simp_rw [Matrix.star_apply, fourier_mul_star]
    rw [Matrix.one_apply_ne h, ← Finset.sum_div]
    set z := phase n ^ (i : ℕ) * star (phase n) ^ (k : ℕ) with hz
    have hzn : z ^ n = 1 := by
      rw [hz, mul_pow, ← pow_mul, ← pow_mul, mul_comm (i : ℕ), mul_comm (k : ℕ),
        pow_mul, pow_mul, ← star_pow, hp.pow_eq_one]
      simp
    have hz1 : z - 1 ≠ 0 := by
      intro h0
      have hk : phase n ^ (k : ℕ) * star (phase n) ^ (k : ℕ) = 1 := by
        rw [← mul_pow, hu, one_pow]
      have he : phase n ^ (i : ℕ) = phase n ^ (k : ℕ) := by
        linear_combination phase n ^ (k : ℕ) * h0 - phase n ^ (i : ℕ) * hk
          + phase n ^ (k : ℕ) * hz
      exact h (Fin.ext (hp.pow_inj i.isLt k.isLt he))
    have hg := geom_sum_mul z n
    rw [hzn, sub_self] at hg
    rw [Fin.sum_univ_eq_sum_range (fun j => z ^ j) n,
      (mul_eq_zero.mp hg).resolve_right hz1, zero_div]
```

In the next theorem the columns of `U` are the u_k, and `(star U * A * U) k k` is ⟨u_k|A|u_k⟩. Hermiticity (`hA`) enters through `spectral_theorem`. The trace (`ht`) enters in `hsum`, which says that the d_j sum to n. The step `hc` passes to the eigenbasis, and `hj` replaces |F_jk|² by 1/n.

Without trace n the conclusion fails, because a change of orthonormal basis preserves the trace and n unit entries add up to n. Hermiticity is a convenience at this point: a different argument, from the convexity of the numerical range, gives a unit diagonal for any complex matrix of trace n.

```lean
/-- A Hermitian `n × n` matrix of trace `n` has an orthonormal basis, the columns of `U`,
in which all its diagonal entries equal 1. -/
theorem exists_unit_diagonal {n : ℕ} {A : Matrix (Fin n) (Fin n) ℂ}
    (hA : A.IsHermitian) (ht : A.trace = n) :
    ∃ U ∈ Matrix.unitaryGroup (Fin n) ℂ, ∀ k, (star U * A * U) k k = 1 := by
  obtain ⟨V, hV, d, hd⟩ : ∃ V ∈ Matrix.unitaryGroup (Fin n) ℂ, ∃ d : Fin n → ℂ,
      A = V * diagonal d * star V := by
    have h := hA.spectral_theorem
    rw [Unitary.conjStarAlgAut_apply] at h
    exact ⟨_, hA.eigenvectorUnitary.2, _, h⟩
  have hV' : star V * V = 1 := Matrix.mem_unitaryGroup_iff'.1 hV
  have hsum : ∑ j, d j = n := by
    rw [← ht, hd, Matrix.trace_mul_cycle, hV', one_mul, Matrix.trace_diagonal]
  -- spread each eigenvector evenly over the new basis
  refine ⟨V * fourier n, mul_mem hV (fourier_unitary n), fun k => ?_⟩
  have hn : (n : ℂ) ≠ 0 := by
    have := k.isLt
    exact Nat.cast_ne_zero.mpr (by omega)
  have hc : star (V * fourier n) * A * (V * fourier n)
      = star (fourier n) * diagonal d * fourier n := by
    calc star (V * fourier n) * A * (V * fourier n)
        = star (fourier n) * (star V * V) * diagonal d * (star V * V) * fourier n := by
          rw [hd, star_mul]
          simp only [mul_assoc]
      _ = _ := by rw [hV', mul_one, mul_one]
  have hj : ∀ j, (star (fourier n) * diagonal d) k j * fourier n j k = d j * (1 / n) := by
    intro j
    rw [Matrix.mul_diagonal, Matrix.star_apply]
    linear_combination d j * fourier_entry j k
  rw [hc, Matrix.mul_apply, Finset.sum_congr rfl fun j _ => hj j, ← Finset.sum_mul, hsum,
    mul_one_div_cancel hn]
```

## Unit norm: |w⟩⟨w| is a projector

Normalisation of a state vector w is the hypothesis `star w ⬝ᵥ w = 1`, and `vecMulVec w (star w)` is |w⟩⟨w|. By hand,

(|w⟩⟨w|)² = ⟨w|w⟩ |w⟩⟨w| = |w⟩⟨w|.

For the rank, note that an idempotent acts as the identity on its range and as zero on its kernel. In a basis adapted to the two, its trace counts the dimensions of the range, so trace equals rank. Here the trace is ⟨w|w⟩ = 1.

The first lemma below expresses this through `LinearMap.IsProj`; the second computes the square entry by entry (`hi`) and then the trace (`ht`). If ⟨w|w⟩ = 2, the square is twice the original matrix and idempotence is lost.

```lean
/-- The trace of an idempotent matrix is its rank. -/
theorem trace_eq_rank {n : ℕ} {P : Matrix (Fin n) (Fin n) ℂ} (h : P * P = P) :
    P.trace = P.rank := by
  have hp : LinearMap.IsProj (LinearMap.range P.mulVecLin) P.mulVecLin :=
    ⟨fun x => ⟨x, rfl⟩, by
      rintro _ ⟨x, rfl⟩
      simp only [Matrix.mulVecLin_apply, Matrix.mulVec_mulVec, h]⟩
  have ht := hp.trace
  have hm : LinearMap.toMatrix' P.mulVecLin = P := LinearMap.toMatrix'_toLin' P
  rw [LinearMap.trace_eq_matrix_trace ℂ (Pi.basisFun ℂ (Fin n)),
    LinearMap.toMatrix_eq_toMatrix', hm] at ht
  exact ht

/-- For a normalised state vector `w`, the matrix `|w⟩⟨w|` is a rank-one projector. -/
theorem isRankOneProjector_ket {n : ℕ} (w : Fin n → ℂ) (hw : star w ⬝ᵥ w = 1) :
    IsRankOneProjector (vecMulVec w (star w)) := by
  have hs : ∑ k, star (w k) * w k = 1 := hw
  have hi : vecMulVec w (star w) * vecMulVec w (star w) = vecMulVec w (star w) := by
    ext i j
    calc (vecMulVec w (star w) * vecMulVec w (star w)) i j
        = ∑ k, (star (w k) * w k) * (w i * star (w j)) := by
          rw [Matrix.mul_apply]
          refine Finset.sum_congr rfl fun k _ => ?_
          simp only [vecMulVec_apply, Pi.star_apply]
          ring
      _ = vecMulVec w (star w) i j := by
          rw [← Finset.sum_mul, hs, one_mul]
          rfl
  refine ⟨Matrix.IsHermitian.ext fun i j => by simp [vecMulVec_apply, mul_comm], hi, ?_⟩
  have ht : (vecMulVec w (star w)).trace = 1 := by
    rw [← hs]
    exact Finset.sum_congr rfl fun k _ => mul_comm _ _
  rw [trace_eq_rank hi] at ht
  exact_mod_cast ht
```

## Positivity: the state vectors themselves

Positivity says that no state has a negative expectation value of A; for ρ, that no probability is negative. In Lean, `PosSemidef` includes Hermiticity.

By hand, let V have the eigenvectors of A as columns and let D be the diagonal matrix of its eigenvalues. These are nonnegative, so B = √D V† exists and

B†B = V D V† = A.

The matrix BB† is Hermitian with the same trace n, so it has unit diagonal in some orthonormal basis u_k. Put w_k = B†u_k. Then

⟨w_k|w_k⟩ = ⟨u_k|BB†|u_k⟩ = 1,

Σ_k |w_k⟩⟨w_k| = B† (Σ_k |u_k⟩⟨u_k|) B = B†B = A.

In the proof, `eigenvalues_nonneg` licenses the square roots. The w_k are the columns of `Bᴴ * U`; `h2` and `hdiag` together give their norms, and `h1` says that the matrices |w_k⟩⟨w_k| add up to A.

Without positivity the claim fails: diag(3, −1) is Hermitian with trace 2, but a sum of projectors has no negative expectation value.

```lean
/-- Every positive semidefinite complex `n × n` matrix of trace `n` is a sum of `n`
rank-one projectors. -/
theorem eq_sum_rankOneProjectors {n : ℕ} {A : Matrix (Fin n) (Fin n) ℂ}
    (hA : A.PosSemidef) (ht : A.trace = n) :
    ∃ P : Fin n → Matrix (Fin n) (Fin n) ℂ,
      (∀ k, IsRankOneProjector (P k)) ∧ A = ∑ k, P k := by
  -- factor `A = Bᴴ B` with the square roots of the eigenvalues
  obtain ⟨B, hB⟩ : ∃ B : Matrix (Fin n) (Fin n) ℂ, A = Bᴴ * B := by
    obtain ⟨V, hV⟩ : ∃ V : Matrix (Fin n) (Fin n) ℂ,
        A = V * diagonal (fun i => (hA.1.eigenvalues i : ℂ)) * Vᴴ := by
      have h := hA.1.spectral_theorem
      rw [Unitary.conjStarAlgAut_apply] at h
      exact ⟨(hA.1.eigenvectorUnitary : Matrix (Fin n) (Fin n) ℂ), h⟩
    let s : Fin n → ℂ := fun i => ((Real.sqrt (hA.1.eigenvalues i) : ℝ) : ℂ)
    have hD : diagonal (fun i => (hA.1.eigenvalues i : ℂ)) = (diagonal s)ᴴ * diagonal s := by
      rw [Matrix.diagonal_conjTranspose, Matrix.diagonal_mul_diagonal]
      refine congrArg diagonal (funext fun i => ?_)
      simp only [s, Pi.star_apply, Complex.star_def, Complex.conj_ofReal]
      rw [← Complex.ofReal_mul, Real.mul_self_sqrt (hA.eigenvalues_nonneg i)]
    refine ⟨diagonal s * Vᴴ, hV.trans ?_⟩
    rw [hD, Matrix.conjTranspose_mul, Matrix.conjTranspose_conjTranspose]
    simp only [Matrix.mul_assoc]
  -- a basis in which `B Bᴴ` has unit diagonal
  obtain ⟨U, hU, hdiag⟩ := exists_unit_diagonal (A := B * Bᴴ)
    (Matrix.isHermitian_mul_conjTranspose_self B)
    (by rw [Matrix.trace_mul_comm, ← hB, ht])
  have hU' : U * Uᴴ = 1 := Matrix.mem_unitaryGroup_iff.1 hU
  have h1 : (Bᴴ * U) * (Bᴴ * U)ᴴ = A := by
    calc (Bᴴ * U) * (Bᴴ * U)ᴴ = Bᴴ * (U * Uᴴ) * B := by
          rw [Matrix.conjTranspose_mul, Matrix.conjTranspose_conjTranspose]
          simp only [Matrix.mul_assoc]
      _ = A := by rw [hU', Matrix.mul_one, hB]
  have h2 : (Bᴴ * U)ᴴ * (Bᴴ * U) = star U * (B * Bᴴ) * U := by
    rw [Matrix.conjTranspose_mul, Matrix.conjTranspose_conjTranspose,
      Matrix.star_eq_conjTranspose]
    simp only [Matrix.mul_assoc]
  -- the columns of `Bᴴ U` are the normalised state vectors
  refine ⟨fun k => vecMulVec (fun i => (Bᴴ * U) i k) (star fun i => (Bᴴ * U) i k),
    fun k => isRankOneProjector_ket _ ?_, ?_⟩
  · have h := hdiag k
    rw [← h2, Matrix.mul_apply] at h
    exact h
  · rw [← h1]
    ext i j
    rw [Matrix.sum_apply, Matrix.mul_apply]
    rfl
```

## The trace fixes the number of terms

Conversely, let m rank-one projectors act on n levels. Each satisfies P = P†P, so it is positive semidefinite, and each has trace 1. Their sum is therefore positive semidefinite with trace m. A decomposition into n terms thus requires trace n.

```lean
/-- Conversely, a sum of `m` rank-one projectors is positive semidefinite and has
trace `m`. -/
theorem posSemidef_and_trace_of_sum {n m : ℕ} (P : Fin m → Matrix (Fin n) (Fin n) ℂ)
    (hP : ∀ k, IsRankOneProjector (P k)) :
    (∑ k, P k).PosSemidef ∧ (∑ k, P k).trace = m := by
  constructor
  · refine Matrix.posSemidef_sum _ fun k _ => ?_
    have h := Matrix.posSemidef_conjTranspose_mul_self (P k)
    rw [(hP k).1.eq, (hP k).2.1] at h
    exact h
  · have h : ∀ k, (P k).trace = 1 := fun k => by
      rw [trace_eq_rank (hP k).2.1, (hP k).2.2, Nat.cast_one]
    rw [Matrix.trace_sum, Finset.sum_congr rfl fun k _ => h k]
    simp
```

## Trace one: equal weights for a density matrix

For a density matrix the hypothesis is tr ρ = 1, which also rules out n = 0. The proof applies the decomposition to nρ and divides by n.

```lean
/-- Every density matrix of an `n`-level system is a mixture of `n` pure states with equal
weights `1 / n`. -/
theorem density_eq_uniform_mixture {n : ℕ} {ρ : Matrix (Fin n) (Fin n) ℂ}
    (hρ : ρ.PosSemidef) (ht : ρ.trace = 1) :
    ∃ P : Fin n → Matrix (Fin n) (Fin n) ℂ,
      (∀ k, IsRankOneProjector (P k)) ∧ ρ = (1 / n : ℂ) • ∑ k, P k := by
  have hn : (n : ℂ) ≠ 0 := by
    refine Nat.cast_ne_zero.mpr ?_
    rintro rfl
    simp [Matrix.trace] at ht
  obtain ⟨P, hP, hsum⟩ := eq_sum_rankOneProjectors (A := (n : ℂ) • ρ)
    (hρ.smul (Nat.cast_nonneg n)) (by rw [Matrix.trace_smul, ht, smul_eq_mul, mul_one])
  exact ⟨P, hP, by rw [← hsum, smul_smul, one_div_mul_cancel hn, one_smul]⟩

end

end SumsOfProjectors
```

```lean
#print axioms SumsOfProjectors.eq_sum_rankOneProjectors
#print axioms SumsOfProjectors.posSemidef_and_trace_of_sum
#print axioms SumsOfProjectors.density_eq_uniform_mixture
```

```
'SumsOfProjectors.eq_sum_rankOneProjectors' depends on axioms: [propext, Classical.choice, Quot.sound]
'SumsOfProjectors.posSemidef_and_trace_of_sum' depends on axioms: [propext, Classical.choice, Quot.sound]
'SumsOfProjectors.density_eq_uniform_mixture' depends on axioms: [propext, Classical.choice, Quot.sound]
```

## Two levels, and one

Take ρ = diag(3/4, 1/4), so n = 2 and A = diag(3/2, 1/2). Then B = diag(√(3/2), √(1/2)), and BB† = A is already diagonal, so the u_k are the columns of F, (1, 1)/√2 and (1, −1)/√2. This gives

w_0 = (√3/2, 1/2), w_1 = (√3/2, −1/2).

Both have norm 1. In |w_0⟩⟨w_0| + |w_1⟩⟨w_1| the off-diagonal entries √3/4 and −√3/4 cancel, and the diagonal is 3/2, 1/2, as required. The overlap ⟨w_0|w_1⟩ = 3/4 − 1/4 = 1/2 shows that the two states are not orthogonal.

For n = 1 the only admissible matrix is A = (1), which is itself the single projector. The theorem for A also admits n = 0, where the empty matrix is the empty sum.
